# If an invertible matrix commutes with H₀ and anticommutes with V, then E(−x) is a formal energy of H₀ + xV whenever E(x) is

The theorem `reflected_energy_isRoot` concerns a Hamiltonian H₀ + xV, where H₀ and V are finite square matrices over a field and the coupling strength x is a formal variable. A formal energy is a power series E(x) that is a root of the characteristic polynomial of H₀ + xV; no convergence is asked for, and the matrices need not be Hermitian. The theorem says that if some invertible matrix S commutes with H₀ and anticommutes with V, then for each formal energy E(x) the series E(−x) is a formal energy of the same Hamiltonian. The proof notes that conjugation by S turns H₀ + xV into H₀ − xV, so that the two have the same characteristic polynomial, and then replaces x by −x in the equation that E(x) satisfies.

An attempt in Lean 4 with a fault in it:

```lean
import Mathlib

open PowerSeries

namespace ReflectedEnergyIsRoot

noncomputable section

variable {K ι : Type*} [Field K] [Fintype ι] [DecidableEq ι]

/-- The perturbed Hamiltonian `H0 + x V`, with the coupling strength `x` a formal variable. -/
def hamiltonian (H0 V : Matrix ι ι K) : Matrix ι ι K⟦X⟧ :=
  (C : K →+* K⟦X⟧).mapMatrix H0 + (X : K⟦X⟧) • (C : K →+* K⟦X⟧).mapMatrix V

/-- Reversing the sign of the coupling strength is the same as reversing the sign of `V`. -/
theorem hamiltonian_reflect (H0 V : Matrix ι ι K) :
    (hamiltonian H0 V).map (rescale (-1 : K)) = hamiltonian H0 (-V) := by
  have hC : ∀ r : K, rescale (-1 : K) (C r) = C r := by
    intro r
    ext n
    rw [coeff_rescale, coeff_C]
    split_ifs with h <;> simp [h]
  refine Matrix.ext fun i j => ?_
  simp [hamiltonian, hC, rescale_X]

/-- If an invertible `S` commutes with `H0` and anticommutes with `V`, then for every formal
energy `E(x)` of `H0 + x V` the series `E(-x)` is a formal energy of `H0 + x V` too. -/
theorem reflected_energy_isRoot {H0 V S : Matrix ι ι K} (hS : IsUnit S)
    (hH : S * H0 = H0 * S) (hV : S * V = -(V * S)) {E : K⟦X⟧}
    (hE : (hamiltonian H0 V).charpoly.IsRoot E) :
    (hamiltonian H0 V).charpoly.IsRoot (rescale (-1 : K) E) := by
  obtain ⟨u, rfl⟩ := hS
  let f := (C : K →+* K⟦X⟧).mapMatrix (m := ι)
  let U : (Matrix ι ι K⟦X⟧)ˣ := Units.map (f : Matrix ι ι K →* Matrix ι ι K⟦X⟧) u
  -- `S` carries `H0 + x V` into `H0 - x V`
  have hcomm : U.val * hamiltonian H0 V = hamiltonian H0 (-V) * U.val := by
    change f u.val * (f H0 + (X : K⟦X⟧) • f V) = (f H0 + (X : K⟦X⟧) • f (-V)) * f u.val
    rw [mul_add, add_mul, mul_smul_comm, smul_mul_assoc, ← map_mul, ← map_mul, ← map_mul,
      ← map_mul, hH, hV, neg_mul]
  have hconj : U.val * hamiltonian H0 V * U⁻¹.val = hamiltonian H0 (-V) := by
    rw [hcomm, mul_assoc, Units.mul_inv, mul_one]
  have hchar := Matrix.charpoly_units_conj U (hamiltonian H0 V)
  rw [hconj, ← hamiltonian_reflect, Matrix.charpoly_map] at hchar
  have h := hE.map (f := rescale (-1 : K))
  rwa [hchar] at h

end

end ReflectedEnergyIsRoot
```

Lean reports:

```
Main.lean:43:6: error: Tactic `rewrite` failed: Did not find an occurrence of the pattern
  ↑U * hamiltonian H0 V * ↑U⁻¹
in the target expression
  (↑U * hamiltonian H0 V * (↑U)⁻¹).charpoly = (hamiltonian H0 V).charpoly

K : Type u_1
ι : Type u_2
inst✝² : Field K
inst✝¹ : Fintype ι
inst✝ : DecidableEq ι
H0 V : Matrix ι ι K
E : K⟦X⟧
hE : (hamiltonian H0 V).charpoly.IsRoot E
u : (Matrix ι ι K)ˣ
hH : ↑u * H0 = H0 * ↑u
hV : ↑u * V = -(V * ↑u)
f : Matrix ι ι K →+* Matrix ι ι K⟦X⟧ := C.mapMatrix
U : (Matrix ι ι K⟦X⟧)ˣ := (Units.map ↑f) u
hcomm : ↑U * hamiltonian H0 V = hamiltonian H0 (-V) * ↑U
hconj : ↑U * hamiltonian H0 V * ↑U⁻¹ = hamiltonian H0 (-V)
hchar : (↑U * hamiltonian H0 V * (↑U)⁻¹).charpoly = (hamiltonian H0 V).charpoly
⊢ (hamiltonian H0 V).charpoly.IsRoot ((rescale (-1)) E)
```

Fix (accepted with no message):

```diff
@@ -41,5 +41,5 @@
     rw [hcomm, mul_assoc, Units.mul_inv, mul_one]
   have hchar := Matrix.charpoly_units_conj U (hamiltonian H0 V)
-  rw [hconj, ← hamiltonian_reflect, Matrix.charpoly_map] at hchar
+  rw [← Matrix.coe_units_inv, hconj, ← hamiltonian_reflect, Matrix.charpoly_map] at hchar
   have h := hE.map (f := rescale (-1 : K))
   rwa [hchar] at h
```

What went wrong. The error comes from two ways of writing the inverse of `U`, the matrix S regarded as an invertible matrix over the power series. In `hconj` the inverse is taken among the invertible matrices and the result is then read as a matrix, which Lean prints as `↑U⁻¹`. In `hchar`, which comes from `Matrix.charpoly_units_conj`, `U` is first read as a matrix and the matrix inverse is taken afterwards, printed as `(↑U)⁻¹`. The two are equal, but by a theorem and not by their form, and `rw` looks for the left side of `hconj` as it is written. It therefore finds no occurrence in `hchar`.

The theorem in question is `Matrix.coe_units_inv`. The repair puts it first in the `rw`, used from right to left, so that `(↑U)⁻¹` in `hchar` becomes `↑U⁻¹`. The left side of `hconj` then occurs in `hchar` as written, and the remaining rewrites go through unchanged.
